# s-type London Gaussians in the plane with a common positive exponent are linearly independent exactly when their centres are distinct

One way to orthogonalise a London-orbital basis in a finite-field calculation is to transform it with $S^{-1/2}$, where $S$ is the overlap matrix. This requires linearly independent basis functions. The problems below establish independence for s-type Gaussians in the plane with one common exponent and distinct centres; they say nothing about how well conditioned $S$ is.

```lean
import Mathlib

open Complex

namespace LondonGaussianIndependence

noncomputable section
```

Points are pairs $r=(x,y)$ of real numbers. For a complex pair $c$, let $E_c(r)=e^{c\cdot r}$, with $c=(c_x,c_y)$, $c\cdot r=c_xx+c_yy$ and no conjugation.

```lean
/-- The exponential `exp (c · r)` on the plane with complex wavevector `c`. -/
def planeExp (c : ℂ × ℂ) (r : ℝ × ℝ) : ℂ :=
  cexp (c.1 * (r.1 : ℂ) + c.2 * (r.2 : ℂ))
```

A wave packet has exponent $a$, centre $R$ and real wavevector $k$. Squared distances are written out in coordinates, so they are Euclidean. The packets are unnormalised: for $a>0$ the normalising factor is $\sqrt{2a/\pi}$, which does not affect independence.

```lean
/-- The Gaussian wave packet `exp (i k · r) exp (-a |r - R|²)` with centre `R` and
wavevector `k`. -/
def wavePacket (a : ℝ) (R k r : ℝ × ℝ) : ℂ :=
  cexp (I * ((k.1 * r.1 + k.2 * r.2 : ℝ) : ℂ)) *
    cexp ((-(a * ((r.1 - R.1) ^ 2 + (r.2 - R.2) ^ 2)) : ℝ) : ℂ)
```

A perpendicular field $B$ with gauge origin $O$ has the symmetric-gauge potential $A(r)=\tfrac B2\,(-(r-O)_y,\,(r-O)_x)$. Charge and $\hbar$ are absorbed into $B$: it stands for $q/\hbar$ times the physical field, with $q$ the signed charge, so the kinetic momentum is $\hbar(-i\nabla-A)$. For an electron, $B$ has the sign opposite to the physical field.

```lean
/-- The vector potential of a uniform perpendicular field `B` in the symmetric gauge with
gauge origin `O`. -/
def vectorPotential (B : ℝ) (O r : ℝ × ℝ) : ℝ × ℝ :=
  (-(B * (r.2 - O.2) / 2), B * (r.1 - O.1) / 2)
```

A London Gaussian is the packet with $k=A(R)$.

```lean
/-- The London Gaussian `exp (i A(R) · r) exp (-a |r - R|²)`, whose wavevector is the vector
potential at its own centre. -/
def londonGaussian (a B : ℝ) (O R : ℝ × ℝ) : ℝ × ℝ → ℂ :=
  wavePacket a R (vectorPotential B O R)
```

Centre and wavevector combine into the complex wavevector $c=2aR+ik$.

```lean
/-- The complex wavevector `2 a R + i k` of a Gaussian wave packet. -/
def complexWavevector (a : ℝ) (R k : ℝ × ℝ) : ℂ × ℂ :=
  (⟨2 * a * R.1, k.1⟩, ⟨2 * a * R.2, k.2⟩)
```

Since $E_c(r+s)=E_c(r)E_c(s)$ and $E_c(0)=1$, each exponential is a character of the translation group. `Multiplicative` only rewrites addition of vectors as a product.

```lean
/-- The exponential `exp (c · r)` as a character of the group of plane translations. -/
def expHom (c : ℂ × ℂ) : Multiplicative (ℝ × ℝ) →* ℂ where
  toFun r := planeExp c (Multiplicative.toAdd r)
  map_one' := by simp [planeExp]
  map_mul' r s := by
    simp only [planeExp, toAdd_mul, Prod.fst_add, Prod.snd_add, Complex.ofReal_add]
    rw [← Complex.exp_add]
    congr 1
    ring
```

**(a) Write the London phase as a cross product.**

With $u\times v=u_xv_y-u_yv_x$,
$$A(R)\cdot r=\tfrac B2\left[-(R-O)_y\,x+(R-O)_x\,y\right]=\tfrac B2\,(R-O)\times r.$$
For $O=0$ the phase factor is $e^{iB(R\times r)/2}$.

```lean
/-- The phase of a London Gaussian is `B (R - O) × r / 2`. -/
theorem londonGaussian_apply (a B : ℝ) (O R r : ℝ × ℝ) :
    londonGaussian a B O R r =
      cexp (I * ((B * ((R.1 - O.1) * r.2 - (R.2 - O.2) * r.1) / 2 : ℝ) : ℂ)) *
        cexp ((-(a * ((r.1 - R.1) ^ 2 + (r.2 - R.2) ^ 2)) : ℝ) : ℂ) := by
  simp only [londonGaussian, wavePacket, vectorPotential]
  congr 1
  congr 1
  push_cast
  ring
```

**(b) Separate the packet's dependence on its centre from a common Gaussian.**

Expanding the square gives
$$ik\cdot r-a|r-R|^2=-a|R|^2-a|r|^2+(2aR+ik)\cdot r.$$
Exponentiating yields a constant, a Gaussian at the coordinate origin and $E_c(r)$. In Lean, the exponentials are merged and `ring` compares the exponents.

```lean
/-- A wave packet is a constant times a Gaussian at the coordinate origin times the
exponential with its complex wavevector. -/
theorem wavePacket_factor (a : ℝ) (R k r : ℝ × ℝ) :
    wavePacket a R k r =
      cexp ((-(a * (R.1 ^ 2 + R.2 ^ 2)) : ℝ) : ℂ) *
        cexp ((-(a * (r.1 ^ 2 + r.2 ^ 2)) : ℝ) : ℂ) *
          planeExp (complexWavevector a R k) r := by
  simp only [wavePacket, planeExp, complexWavevector, Complex.mk_eq_add_mul_I]
  rw [← Complex.exp_add, ← Complex.exp_add, ← Complex.exp_add]
  congr 1
  push_cast
  ring
```

**(c) Show that $E_c=E_d$ forces $c=d$.**

On the $x$ axis, $e^{c_xx}=e^{d_xx}$ for all real $x$. Differentiating at $x=0$ gives $c_x=d_x$, and the $y$ axis gives $c_y=d_y$. In the code, `hd` computes the derivative and `key` uses its uniqueness.

```lean
/-- Two exponentials that agree on the whole plane have the same complex wavevector. -/
theorem planeExp_injective : Function.Injective planeExp := by
  -- the slope at the origin of a one-dimensional exponential is its wavenumber
  have hd : ∀ z : ℂ, HasDerivAt (fun x : ℝ => cexp (z * (x : ℂ))) z 0 := by
    intro z
    have h1 : HasDerivAt (fun w : ℂ => cexp (z * w)) z ((0 : ℝ) : ℂ) :=
      (((hasDerivAt_id' ((0 : ℝ) : ℂ)).const_mul z).cexp).congr_deriv (by simp)
    exact h1.comp_ofReal
  have key : ∀ z w : ℂ, (∀ x : ℝ, cexp (z * (x : ℂ)) = cexp (w * (x : ℂ))) → z = w := by
    intro z w h
    have h1 := hd z
    rw [funext h] at h1
    exact h1.unique (hd w)
  intro c d h
  -- compare the two functions along each coordinate axis
  refine Prod.ext (key _ _ fun x => ?_) (key _ _ fun x => ?_)
  · simpa [planeExp] using congrFun h (x, 0)
  · simpa [planeExp] using congrFun h (0, x)
```

**(d) Show that exponentials with distinct complex wavevectors are independent.**

Take a shortest nontrivial relation $\sum_j g_jE_{c_j}=0$, with all $g_j\neq0$. It has at least two terms, because a single exponential never vanishes. Label two of them 1 and 2. By (c), some $s$ has $E_{c_1}(s)\ne E_{c_2}(s)$. Evaluate the relation at $r+s$ and subtract $E_{c_1}(s)$ times the original:
$$\sum_{j\ne1}g_j\left[E_{c_j}(s)-E_{c_1}(s)\right]E_{c_j}(r)=0.$$
This is shorter, and its coefficient at $j=2$ is nonzero, a contradiction. The argument is Dedekind's, which Mathlib supplies as `linearIndependent_monoidHom`.

```lean
/-- Exponentials on the plane with distinct complex wavevectors are linearly independent. -/
theorem planeExp_linearIndependent {ι : Type*} {c : ι → ℂ × ℂ}
    (hc : Function.Injective c) : LinearIndependent ℂ (fun j => planeExp (c j)) := by
  have hinj : Function.Injective (fun j => expHom (c j)) := by
    intro i j h
    apply hc
    apply planeExp_injective
    funext r
    exact DFunLike.congr_fun h (Multiplicative.ofAdd r)
  -- distinct characters of a group are linearly independent
  have h := linearIndependent_iff'.1
    ((linearIndependent_monoidHom (Multiplicative (ℝ × ℝ)) ℂ).comp _ hinj)
  rw [linearIndependent_iff']
  intro s g hg i hi
  refine h s g ?_ i hi
  funext r
  have h0 := congrFun hg (Multiplicative.toAdd r)
  simpa [Finset.sum_apply, expHom] using h0
```

**(e) Transfer independence to wave packets.**

If $\sum_j g_j\,e^{ik_j\cdot r}e^{-a|r-R_j|^2}=0$, then (b) gives
$$e^{-a|r|^2}\sum_j g_j\,e^{-a|R_j|^2}E_{c_j}(r)=0.$$
Divide by the common Gaussian. By (d) every $g_je^{-a|R_j|^2}$ vanishes, hence every $g_j$ does.

```lean
/-- Gaussian wave packets of a common exponent are linearly independent when their complex
wavevectors `2 a R + i k` are distinct. -/
theorem wavePacket_linearIndependent {ι : Type*} {a : ℝ} {R k : ι → ℝ × ℝ}
    (h : Function.Injective fun j => complexWavevector a (R j) (k j)) :
    LinearIndependent ℂ (fun j => wavePacket a (R j) (k j)) := by
  have hE := linearIndependent_iff'.1 (planeExp_linearIndependent h)
  rw [linearIndependent_iff']
  intro s g hg i hi
  -- absorb the constant prefactors into the coefficients
  have hz := hE s
    (fun j => g j * cexp ((-(a * ((R j).1 ^ 2 + (R j).2 ^ 2)) : ℝ) : ℂ)) ?_ i hi
  · exact (mul_eq_zero.1 hz).resolve_right (Complex.exp_ne_zero _)
  · funext r
    have h0 := congrFun hg r
    simp only [Finset.sum_apply, Pi.smul_apply, smul_eq_mul, Pi.zero_apply,
      wavePacket_factor] at h0 ⊢
    -- divide out the common Gaussian, which vanishes nowhere
    refine (mul_eq_zero.1 ?_).resolve_left
      (Complex.exp_ne_zero ((-(a * (r.1 ^ 2 + r.2 ^ 2)) : ℝ) : ℂ))
    rw [Finset.mul_sum]
    refine Eq.trans (Finset.sum_congr rfl fun j _ => ?_) h0
    ring
```

**(f) For $a\neq0$, show that distinct pairs $(R_j,k_j)$ suffice.**

If $2aR_l+ik_l=2aR_j+ik_j$, the real parts give $R_l=R_j$ and the imaginary parts give $k_l=k_j$. Distinct pairs therefore have distinct complex wavevectors, and (e) applies.

```lean
/-- Gaussian wave packets of a common nonzero exponent are linearly independent when their
phase-space points `(R, k)` are distinct. -/
theorem wavePacket_linearIndependent_of_phaseSpace {ι : Type*} {a : ℝ} (ha : a ≠ 0)
    {R k : ι → ℝ × ℝ} (h : Function.Injective fun j => (R j, k j)) :
    LinearIndependent ℂ (fun j => wavePacket a (R j) (k j)) := by
  apply wavePacket_linearIndependent
  intro i j hij
  have h2 : 2 * a ≠ 0 := mul_ne_zero two_ne_zero ha
  -- real parts give the centres, imaginary parts the wavevectors
  have r1 : 2 * a * (R i).1 = 2 * a * (R j).1 := congrArg (fun z : ℂ × ℂ => z.1.re) hij
  have r2 : 2 * a * (R i).2 = 2 * a * (R j).2 := congrArg (fun z : ℂ × ℂ => z.2.re) hij
  have k1 : (k i).1 = (k j).1 := congrArg (fun z : ℂ × ℂ => z.1.im) hij
  have k2 : (k i).2 = (k j).2 := congrArg (fun z : ℂ × ℂ => z.2.im) hij
  exact h (Prod.ext (Prod.ext (mul_left_cancel₀ h2 r1) (mul_left_cancel₀ h2 r2))
    (Prod.ext k1 k2))
```

**(g) For $a>0$, prove that London Gaussians are independent exactly when their centres are distinct.**

Distinct centres give distinct pairs $(R_j,A(R_j))$, so (f) applies. Conversely, two equal centres give the same function twice, and their difference is a nontrivial relation. "Distinct" is `Function.Injective R`. The index set may be infinite, since independence concerns finite sums only.

The condition on $a$ matters: at $a=0$ and $B=0$ every function equals 1, so two distinct centres already give a dependent pair.

```lean
/-- London Gaussians of a common exponent `a > 0` are linearly independent over the complex
numbers exactly when their centres are distinct, for every field and gauge origin. -/
theorem londonGaussian_linearIndependent_iff {ι : Type*} {a : ℝ} (ha : 0 < a) (B : ℝ)
    (O : ℝ × ℝ) (R : ι → ℝ × ℝ) :
    LinearIndependent ℂ (fun j => londonGaussian a B O (R j)) ↔ Function.Injective R := by
  constructor
  · intro h i j hij
    exact h.injective (congrArg (londonGaussian a B O) hij)
  · intro h
    exact wavePacket_linearIndependent_of_phaseSpace ha.ne'
      (fun i j hij => h (congrArg Prod.fst hij))
```

**(h) Find the dimension spanned by $N$ distinct centres.**

By (g) the $N$ functions are a basis of their span, so the dimension is $N$ at every field. In the smallest cases, no centres span the zero space and one centre spans a line.

```lean
/-- London Gaussians on finitely many distinct centres span a space whose dimension is the
number of centres, for every field and gauge origin. -/
theorem londonGaussian_finrank_span {ι : Type*} [Fintype ι] {a : ℝ} (ha : 0 < a) (B : ℝ)
    (O : ℝ × ℝ) {R : ι → ℝ × ℝ} (hR : Function.Injective R) :
    Module.finrank ℂ (Submodule.span ℂ (Set.range fun j => londonGaussian a B O (R j))) =
      Fintype.card ι :=
  finrank_span_eq_card ((londonGaussian_linearIndependent_iff ha B O R).2 hR)
```

**(i) Remove the envelope, $a=0$, but keep $B\neq0$.**

Now $c_j=iA(R_j)$. If $A(R_l)=A(R_j)$, dividing the components by $B/2$ gives $R_l=R_j$, so (e) applies. These functions are plane waves, which are not square-integrable.

```lean
/-- In a nonzero field the London phase factors alone, without Gaussian envelope (`a = 0`),
are linearly independent for distinct centres. -/
theorem londonPhase_linearIndependent {ι : Type*} {B : ℝ} (hB : B ≠ 0) (O : ℝ × ℝ)
    {R : ι → ℝ × ℝ} (hR : Function.Injective R) :
    LinearIndependent ℂ (fun j => londonGaussian 0 B O (R j)) := by
  apply wavePacket_linearIndependent
  intro i j hij
  have k1 : -(B * ((R i).2 - O.2) / 2) = -(B * ((R j).2 - O.2) / 2) :=
    congrArg (fun z : ℂ × ℂ => z.1.im) hij
  have k2 : B * ((R i).1 - O.1) / 2 = B * ((R j).1 - O.1) / 2 :=
    congrArg (fun z : ℂ × ℂ => z.2.im) hij
  exact hR (Prod.ext (mul_left_cancel₀ hB (by linarith)) (mul_left_cancel₀ hB (by linarith)))

end

end LondonGaussianIndependence
```

```lean
#print axioms LondonGaussianIndependence.londonGaussian_apply
-- 'LondonGaussianIndependence.londonGaussian_apply' depends on axioms: [propext, Classical.choice, Quot.sound]
#print axioms LondonGaussianIndependence.londonGaussian_linearIndependent_iff
-- 'LondonGaussianIndependence.londonGaussian_linearIndependent_iff' depends on axioms: [propext, Classical.choice, Quot.sound]
#print axioms LondonGaussianIndependence.londonGaussian_finrank_span
-- 'LondonGaussianIndependence.londonGaussian_finrank_span' depends on axioms: [propext, Classical.choice, Quot.sound]
#print axioms LondonGaussianIndependence.londonPhase_linearIndependent
-- 'LondonGaussianIndependence.londonPhase_linearIndependent' depends on axioms: [propext, Classical.choice, Quot.sound]
```
